# Mean and variance of a random-quadrature estimator for a uniform projector on n sites

In variational Monte Carlo (VMC) with a nonlocal effective core potential, the local energy at a sampled electron position contains an angular integral of the wave function over a sphere around the nucleus. A few random quadrature points estimate it, and their noise adds to the fluctuation of the local energy itself. How large is each part, and how many points should a walker use?

A finite model answers both questions for independent points and a single projector, with the cost of generating walkers left out. A real wave function $\psi$ lives on $n$ sites, which stand for points on the sphere. The potential is $vP$, with strength $v$ and every matrix element of $P$ equal to $1/n$, like an s-channel projector. Its energy is $E=v\langle\psi,P\psi\rangle$. A walker $x$ is drawn from $\psi^2$, and $m$ sites $y_q$ are drawn uniformly and independently. If $\psi$ is normalised and has no zeros, and $m\ge1$, the estimator

$$\frac vm\sum_q\frac{\psi(y_q)}{\psi(x)}$$

has mean $E$ and variance $E(v-E)+v(v-E)/m$.

```lean
import Mathlib

open Matrix

namespace RandomQuadratureVMC

noncomputable section

variable {ι κ : Type*} [Fintype ι] [Fintype κ]
```

`uniformMean` is an equal-weight average, and `uniformProjector` is $P$.

```lean
/-- The average of `f` over a nonempty finite set with equal probabilities. -/
def uniformMean (f : κ → ℝ) : ℝ := (∑ a, f a) / (Fintype.card κ : ℝ)

/-- The uniform averaging projector on a nonempty set of sites: every matrix element is one over
the number of sites. -/
def uniformProjector (ι : Type*) [Fintype ι] : Matrix ι ι ℝ :=
  Matrix.of fun _ _ => 1 / (Fintype.card ι : ℝ)
```

The energy and the exact local energy $v(P\psi)(x)/\psi(x)$ contain only this potential, with no kinetic or other terms.

```lean
/-- The expectation value `v ⟨ψ, P ψ⟩` of the nonlocal potential of strength `v`, for a unit
vector `ψ` on a nonempty set of sites. -/
def energy (v : ℝ) (ψ : ι → ℝ) : ℝ := v * (ψ ⬝ᵥ (uniformProjector ι *ᵥ ψ))

/-- The exact local energy `v (P ψ)(x) / ψ(x)`, at sites where `ψ` is nonzero. -/
def localEnergy (v : ℝ) (ψ : ι → ℝ) (x : ι) : ℝ := v * (uniformProjector ι *ᵥ ψ) x / ψ x
```

A function `y : Fin m → ι` is a list of $m$ sites.

```lean
/-- The random-quadrature estimator `(v/m) ∑ ψ(y_q)/ψ(x)` with `m ≥ 1` quadrature points `y_q`,
at sites `x` where `ψ` is nonzero. -/
def estimator (v : ℝ) (ψ : ι → ℝ) (m : ℕ) (x : ι) (y : Fin m → ι) : ℝ :=
  v / m * ∑ q, ψ (y q) / ψ x
```

`vmcMean` averages over all such lists, then weights by $\psi(x)^2$. `vmcVariance` measures deviations from the estimator's actual mean, not from an energy inserted by hand. Both describe one walker sampled exactly from $\psi^2$, without the autocorrelation of a Markov chain.

```lean
/-- The mean of `F x y` when `x` is drawn from `ψ²`, with `ψ` a unit vector, and the `m`
quadrature points `y` are independent and uniform. -/
def vmcMean {m : ℕ} (ψ : ι → ℝ) (F : ι → (Fin m → ι) → ℝ) : ℝ :=
  ∑ x, ψ x ^ 2 * uniformMean (F x)

/-- The variance of `F x y` under the same sampling: the mean squared deviation from the mean. -/
def vmcVariance {m : ℕ} (ψ : ι → ℝ) (F : ι → (Fin m → ι) → ℝ) : ℝ :=
  vmcMean ψ fun x y => (F x y - vmcMean ψ F) ^ 2
```

## Independent, uniform quadrature points

This assumption sits in the definition of the average: all $n^m$ lists are equally likely. Write $\bar\psi=\frac1n\sum_a\psi(a)$, $A=\frac1n\sum_a\psi(a)^2$ and $T=\sum_q\psi(y_q)$. Then $\langle T\rangle=m\bar\psi$. In $T^2$ there are $m$ equal-index terms, each of mean $A$, and $m(m-1)$ others, each of mean $\bar\psi^2$ by independence:

$$\langle T^2\rangle=mA+m(m-1)\bar\psi^2 .$$

If all $m$ points were copies of one random site, the variance would stay at its one-point value. The points of a rigid, randomly rotated grid are also correlated, so the formula does not describe them.

The proof replaces the counting of pairs by induction on $m$. `uniformMean_quadratic` is linearity of the average, and `uniformMean_succ` splits off the first point. In `uniformMean_moments` the cross term with the remaining $k$ points supplies $2k\bar\psi^2$, and $k(k-1)+2k=(k+1)k$.

```lean
/-- The uniform average of a quadratic polynomial in `f` is fixed by the first two moments
of `f`. -/
theorem uniformMean_quadratic [Nonempty κ] (f g : κ → ℝ) (α β γ : ℝ)
    (h : ∀ a, g a = α + β * f a + γ * f a ^ 2) :
    uniformMean g = α + β * uniformMean f + γ * uniformMean (fun a => f a ^ 2) := by
  have hn : (Fintype.card κ : ℝ) ≠ 0 := Nat.cast_ne_zero.2 Fintype.card_ne_zero
  have hs : ∑ a, g a = Fintype.card κ * α + β * ∑ a, f a + γ * ∑ a, f a ^ 2 := by
    rw [Finset.sum_congr rfl (fun a _ => h a), Finset.sum_add_distrib,
      Finset.sum_add_distrib, ← Finset.mul_sum, ← Finset.mul_sum]
    simp only [Finset.sum_const, Finset.card_univ, nsmul_eq_mul]
  simp only [uniformMean]
  rw [hs, add_div, add_div, mul_div_cancel_left₀ _ hn]
  ring

/-- Averaging over `m + 1` independent uniform points is averaging over one point and then over
the remaining `m`. -/
theorem uniformMean_succ {m : ℕ} (G : (Fin (m + 1) → ι) → ℝ) :
    uniformMean G = uniformMean fun a : ι => uniformMean fun y : Fin m → ι =>
      G (Fin.cons (α := fun _ => ι) a y) := by
  have h : ∑ y, G y = ∑ a : ι, ∑ y : Fin m → ι, G (Fin.cons (α := fun _ => ι) a y) := by
    rw [← (Fin.consEquiv (fun _ : Fin (m + 1) => ι)).sum_comp G, Fintype.sum_prod_type]
    rfl
  simp only [uniformMean]
  rw [h, ← Finset.sum_div, div_div]
  simp only [Fintype.card_fun, Fintype.card_fin, Nat.cast_pow, pow_succ, Nat.cast_mul]

/-- First and second moments of a sum of `m` independent samples of `f` at uniformly drawn
sites. -/
theorem uniformMean_moments [Nonempty ι] (f : ι → ℝ) (m : ℕ) :
    uniformMean (fun y : Fin m → ι => ∑ q, f (y q)) = m * uniformMean f ∧
    uniformMean (fun y : Fin m → ι => (∑ q, f (y q)) ^ 2) =
      m * uniformMean (fun a => f a ^ 2) + m * (m - 1) * uniformMean f ^ 2 := by
  induction m with
  | zero => constructor <;> simp [uniformMean]
  | succ k ih =>
    obtain ⟨h1, h2⟩ := ih
    constructor
    · rw [uniformMean_succ]
      simp only [Fin.sum_univ_succ, Fin.cons_zero, Fin.cons_succ]
      -- average over the last `k` points with the first one held fixed
      have h : ∀ a, uniformMean (fun y : Fin k → ι => f a + ∑ q, f (y q)) =
          f a + k * uniformMean f := by
        intro a
        refine (uniformMean_quadratic (fun y : Fin k → ι => ∑ q, f (y q)) _
          (f a) 1 0 (fun y => by ring)).trans ?_
        rw [h1]
        ring
      simp only [h]
      refine (uniformMean_quadratic f _ (k * uniformMean f) 1 0 (fun a => by ring)).trans ?_
      push_cast
      ring
    · rw [uniformMean_succ]
      simp only [Fin.sum_univ_succ, Fin.cons_zero, Fin.cons_succ]
      have h : ∀ a, uniformMean (fun y : Fin k → ι => (f a + ∑ q, f (y q)) ^ 2) =
          f a ^ 2 + 2 * f a * (k * uniformMean f) +
          (k * uniformMean (fun a => f a ^ 2) + k * (k - 1) * uniformMean f ^ 2) := by
        intro a
        refine (uniformMean_quadratic (fun y : Fin k → ι => ∑ q, f (y q)) _
          (f a ^ 2) (2 * f a) 1 (fun y => by ring)).trans ?_
        rw [h1, h2]
        ring
      simp only [h]
      refine (uniformMean_quadratic f _
        (k * uniformMean (fun a => f a ^ 2) + k * (k - 1) * uniformMean f ^ 2)
        (2 * (k * uniformMean f)) 1 (fun a => by ring)).trans ?_
      push_cast
      ring
```

## A potential that averages over all sites

Since $P$ has equal elements, $(P\psi)(x)=\bar\psi$ at every site. With $S=\sum_x\psi(x)=n\bar\psi$,

$$E=vS\bar\psi=vp,\qquad p=S^2/n .$$

Uniform points are matched to this $P$. Put the identity in its place on two sites, with $\psi=(3/5,4/5)$: the exact energy is $v$, but the estimator still has mean $0.98\,v$.

```lean
/-- The projector replaces `ψ` by its average over the sites. -/
theorem uniformProjector_mulVec (ψ : ι → ℝ) (x : ι) :
    (uniformProjector ι *ᵥ ψ) x = uniformMean ψ := by
  simp only [Matrix.mulVec, dotProduct, uniformProjector, Matrix.of_apply, uniformMean]
  rw [← Finset.mul_sum]
  ring

/-- The energy is `v` times the sum of `ψ` over the sites times its average. -/
theorem energy_eq (v : ℝ) (ψ : ι → ℝ) :
    energy v ψ = v * ((∑ x, ψ x) * uniformMean ψ) := by
  simp only [energy, dotProduct, uniformProjector_mulVec]
  rw [← Finset.sum_mul]
```

## A wave function without zeros

The hypothesis `hψ` says that $\psi$ has no nodes on the sites, so the ratio $\psi(y_q)/\psi(x)$ is defined everywhere. By hand, it is used when the weight $\psi(x)^2$ cancels the denominator. For any reference value $c$,

$$\psi(x)^2\Big\langle\Big(\frac{vT}{m\psi(x)}-c\Big)^2\Big\rangle
=\frac{v^2\langle T^2\rangle}{m^2}-\frac{2cv\psi(x)\langle T\rangle}{m}+c^2\psi(x)^2 .$$

Inserting the two moments gives

$$\frac{v^2(A-\bar\psi^2)}{m}+\big(v\bar\psi-c\,\psi(x)\big)^2 ,$$

a quadrature part and a bias part. In `conditional_deviation`, the moments are inserted by `rw` and the denominators are cleared by `field_simp`, which needs $\psi(x)\ne0$.

A node spoils the variance formula. Take $\psi=(1,0)$, $v=1$, $m=1$. The walker always sits on the first site and the estimator is $1$ or $0$ with equal probability, so its variance is $1/4$. The formula gives $3/4$, because it also counts a contribution from the site that is never visited. The mean is still $E=1/2$.

```lean
/-- At a fixed site `x` with `ψ(x) ≠ 0` and for `m ≥ 1`, the weighted squared deviation of the
estimator from a number `c` splits into a quadrature part, falling as `1/m`, and a bias part. -/
theorem conditional_deviation [Nonempty ι] (v c : ℝ) (ψ : ι → ℝ) {m : ℕ} (hm : m ≠ 0)
    (x : ι) (hx : ψ x ≠ 0) :
    ψ x ^ 2 * uniformMean (fun y : Fin m → ι => (estimator v ψ m x y - c) ^ 2) =
      v ^ 2 * (uniformMean (fun a => ψ a ^ 2) - uniformMean ψ ^ 2) / m +
        (v * uniformMean ψ - c * ψ x) ^ 2 := by
  have hm' : (m : ℝ) ≠ 0 := Nat.cast_ne_zero.2 hm
  have h : uniformMean (fun y : Fin m → ι => (estimator v ψ m x y - c) ^ 2) =
      c ^ 2 + (-2 * c * (v / (m * ψ x))) * (m * uniformMean ψ) + (v / (m * ψ x)) ^ 2 *
        (m * uniformMean (fun a => ψ a ^ 2) + m * (m - 1) * uniformMean ψ ^ 2) := by
    refine (uniformMean_quadratic (fun y : Fin m → ι => ∑ q, ψ (y q)) _ (c ^ 2)
      (-2 * c * (v / (m * ψ x))) ((v / (m * ψ x)) ^ 2) (fun y => ?_)).trans ?_
    · simp only [estimator, ← Finset.sum_div]
      ring
    · rw [(uniformMean_moments ψ m).1, (uniformMean_moments ψ m).2]
  rw [h]
  field_simp
  ring
```

## At least one quadrature point

The hypothesis `hm : m ≠ 0` lets the factor $m$ in $\langle T\rangle$ cancel the $1/m$ of the estimator. At fixed $x$ the mean is $v\bar\psi/\psi(x)$, the exact local energy. Weighting and summing gives

$$\sum_x\psi(x)^2\,\frac{v\bar\psi}{\psi(x)}=v\bar\psi S=E ,$$

which is how `estimator_mean` proceeds. With $m=0$, Lean's convention for division by zero makes the estimator $0$, while a single site with $\psi=1$ and $v=1$ has $E=1$.

```lean
/-- For nowhere-zero `ψ` and any number `m ≥ 1` of quadrature points the estimator is unbiased:
its mean is the energy. -/
theorem estimator_mean [Nonempty ι] (v : ℝ) (ψ : ι → ℝ) (hψ : ∀ x, ψ x ≠ 0)
    {m : ℕ} (hm : m ≠ 0) : vmcMean ψ (estimator v ψ m) = energy v ψ := by
  have hm' : (m : ℝ) ≠ 0 := Nat.cast_ne_zero.2 hm
  have h : ∀ x, ψ x ^ 2 * uniformMean (estimator v ψ m x) = ψ x * (v * uniformMean ψ) := by
    intro x
    have hx := hψ x
    have h1 : uniformMean (estimator v ψ m x) = v / (m * ψ x) * (m * uniformMean ψ) := by
      refine (uniformMean_quadratic (fun y : Fin m → ι => ∑ q, ψ (y q)) _ 0
        (v / (m * ψ x)) 0 (fun y => ?_)).trans ?_
      · simp only [estimator, ← Finset.sum_div]
        ring
      · rw [(uniformMean_moments ψ m).1]
        ring
    rw [h1]
    field_simp
  simp only [vmcMean, h]
  rw [← Finset.sum_mul, energy_eq]
  ring
```

## Normalisation

The hypothesis `hunit` makes $\psi^2$ a probability distribution. The identity for the mean does not use it, but the variance does, through $A=1/n$ and $\sum_x\psi(x)^2=1$. Set $c=E$ and sum over $x$. The quadrature parts give

$$\frac{nv^2(A-\bar\psi^2)}{m}=\frac{v^2(1-p)}{m}=\frac{v(v-E)}{m},$$

and the bias parts give

$$nv^2\bar\psi^2-2vE\bar\psi S+E^2=vE-2E^2+E^2=E(v-E).$$

The `calc` block of `estimator_variance` makes the same expansion in powers of $\psi(x)$ and sums it. Without normalisation, one site with $\psi=2$ and $v=1$ has $E=4$: the weighted squared deviation is $4(1-4)^2=36$, whereas the formula is negative.

```lean
/-- For a nowhere-zero unit vector `ψ` and `m ≥ 1` quadrature points, the variance of the
estimator is `E (v - E) + v (v - E) / m`. -/
theorem estimator_variance [Nonempty ι] (v : ℝ) (ψ : ι → ℝ) (hψ : ∀ x, ψ x ≠ 0)
    (hunit : ∑ x, ψ x ^ 2 = 1) {m : ℕ} (hm : m ≠ 0) :
    vmcVariance ψ (estimator v ψ m) =
      energy v ψ * (v - energy v ψ) + v * (v - energy v ψ) / m := by
  have hm' : (m : ℝ) ≠ 0 := Nat.cast_ne_zero.2 hm
  have hn : (Fintype.card ι : ℝ) ≠ 0 := Nat.cast_ne_zero.2 Fintype.card_ne_zero
  unfold vmcVariance
  rw [estimator_mean v ψ hψ hm]
  unfold vmcMean
  -- expand the deviation at each site in powers of `ψ x`, then sum over the sites
  calc _ = ∑ x, ((v ^ 2 * (uniformMean (fun a => ψ a ^ 2) - uniformMean ψ ^ 2) / m +
          (v * uniformMean ψ) ^ 2) + (-2 * v * uniformMean ψ * energy v ψ) * ψ x +
          energy v ψ ^ 2 * ψ x ^ 2) :=
        Finset.sum_congr rfl fun x _ =>
          (conditional_deviation v (energy v ψ) ψ hm x (hψ x)).trans (by ring)
    _ = Fintype.card ι * (v ^ 2 * (uniformMean (fun a => ψ a ^ 2) - uniformMean ψ ^ 2) / m +
          (v * uniformMean ψ) ^ 2) + (-2 * v * uniformMean ψ * energy v ψ) * ∑ x, ψ x +
          energy v ψ ^ 2 * 1 := by
        rw [Finset.sum_add_distrib, Finset.sum_add_distrib, ← Finset.mul_sum,
          ← Finset.mul_sum, hunit]
        simp only [Finset.sum_const, Finset.card_univ, nsmul_eq_mul]
    _ = _ := by
        rw [energy_eq]
        simp only [uniformMean, hunit]
        field_simp
        ring
```

Choosing $c$ as the exact local energy at each $x$ removes the bias part. What remains, $v(v-E)/m$, is the quadrature noise, so $E(v-E)$ is the part that more points cannot reduce.

```lean
/-- For a nowhere-zero unit vector `ψ` and `m ≥ 1`, the mean squared deviation of the estimator
from the exact local energy is `v (v - E) / m`. -/
theorem quadrature_noise [Nonempty ι] (v : ℝ) (ψ : ι → ℝ) (hψ : ∀ x, ψ x ≠ 0)
    (hunit : ∑ x, ψ x ^ 2 = 1) {m : ℕ} (hm : m ≠ 0) :
    vmcMean ψ (fun x (y : Fin m → ι) => (estimator v ψ m x y - localEnergy v ψ x) ^ 2) =
      v * (v - energy v ψ) / m := by
  have hn : (Fintype.card ι : ℝ) ≠ 0 := Nat.cast_ne_zero.2 Fintype.card_ne_zero
  have h : ∀ x, v * uniformMean ψ - localEnergy v ψ x * ψ x = 0 := by
    intro x
    rw [localEnergy, uniformProjector_mulVec, div_mul_cancel₀ _ (hψ x), sub_self]
  unfold vmcMean
  -- the bias part vanishes at every site
  rw [Finset.sum_congr rfl fun x _ =>
    conditional_deviation v (localEnergy v ψ x) ψ hm x (hψ x)]
  simp only [h]
  simp only [energy_eq, uniformMean, hunit, Finset.sum_const, Finset.card_univ, nsmul_eq_mul]
  linear_combination (v ^ 2 / m * (1 - (∑ x, ψ x) ^ 2 / (Fintype.card ι : ℝ))) *
    mul_inv_cancel₀ hn
```

## Either sign of the strength

No condition on $v$ is needed. The Cauchy–Schwarz inequality gives $S^2\le n$, hence $0\le p\le1$ and $E(v-E)=v^2p(1-p)\ge0$ for attractive and repulsive potentials alike. Writing $V_m$ for the variance with $m$ points,

$$mV_m-V_1=(m-1)E(v-E)\ge0 .$$

`one_point_optimal` proves $V_1\le mV_m$ in this way. For $N$ quadrature evaluations shared among independent walkers, the averaged energy has variance $V_1/N$ with one point per walker and $mV_m/N$ with $m$ points. In this model of one uniform projector with independent points, one point per walker is therefore never worse for VMC, provided that only quadrature evaluations are counted and generating walkers costs nothing.

```lean
/-- For a nowhere-zero unit vector `ψ` and `m ≥ 1`, the variance with one quadrature point is at
most `m` times the variance with `m` points. -/
theorem one_point_optimal [Nonempty ι] (v : ℝ) (ψ : ι → ℝ) (hψ : ∀ x, ψ x ≠ 0)
    (hunit : ∑ x, ψ x ^ 2 = 1) {m : ℕ} (hm : m ≠ 0) :
    vmcVariance ψ (estimator v ψ 1) ≤ m * vmcVariance ψ (estimator v ψ m) := by
  have hm' : (m : ℝ) ≠ 0 := Nat.cast_ne_zero.2 hm
  have h1 : (1 : ℝ) ≤ m := by exact_mod_cast Nat.one_le_iff_ne_zero.2 hm
  have hn : (0 : ℝ) < Fintype.card ι := Nat.cast_pos.2 Fintype.card_pos
  -- the weight of `ψ` in the range of the projector lies between 0 and 1
  have hE : 0 ≤ energy v ψ * (v - energy v ψ) := by
    have hs : (∑ x, ψ x) ^ 2 ≤ (Fintype.card ι : ℝ) := by
      have := Finset.sum_mul_sq_le_sq_mul_sq Finset.univ (fun _ : ι => (1 : ℝ)) ψ
      simpa [hunit] using this
    have hp : (∑ x, ψ x) ^ 2 / (Fintype.card ι : ℝ) ≤ 1 := (div_le_one hn).2 hs
    have hp0 : 0 ≤ (∑ x, ψ x) ^ 2 / (Fintype.card ι : ℝ) := by positivity
    have he : energy v ψ = v * ((∑ x, ψ x) ^ 2 / (Fintype.card ι : ℝ)) := by
      rw [energy_eq, uniformMean]
      ring
    rw [he]
    have := mul_nonneg (sq_nonneg v) (mul_nonneg hp0 (sub_nonneg.2 hp))
    linarith
  rw [estimator_variance v ψ hψ hunit one_ne_zero, estimator_variance v ψ hψ hunit hm,
    mul_add, mul_div_cancel₀ _ hm', Nat.cast_one, div_one]
  have := mul_nonneg (sub_nonneg.2 h1) hE
  linarith

end

end RandomQuadratureVMC
```

```lean
#print axioms RandomQuadratureVMC.uniformMean_quadratic
-- 'RandomQuadratureVMC.uniformMean_quadratic' depends on axioms: [propext, Classical.choice, Quot.sound]
#print axioms RandomQuadratureVMC.quadrature_noise
-- 'RandomQuadratureVMC.quadrature_noise' depends on axioms: [propext, Classical.choice, Quot.sound]
#print axioms RandomQuadratureVMC.one_point_optimal
-- 'RandomQuadratureVMC.one_point_optimal' depends on axioms: [propext, Classical.choice, Quot.sound]
```
